# Sampled at fixed times, the nonadiabatic coupling at a linear two-level crossing tends to zero or infinity as the gap closes

Let a two-level system have diabatic energies t and −t at time t, with a constant coupling g > 0 between them. Its nonadiabatic coupling is

d(g, t) = g / (2(t² + g²)).

Fix a step h > 0 and a finite set s of distinct sampling times. As g → 0+, the sampled sum

h Σ_{t ∈ s} d(g, t)

tends to 0 if no sampling time is zero, and to infinity if one is. The exact integral of d(g, t) over all times is π/2 for every g > 0.

## A narrow crossing between time steps

In surface hopping, the nonadiabatic coupling along a trajectory governs the transfer of population between adiabatic states. Near a weakly avoided crossing it is a tall, narrow peak: here the height is 1/(2g) and the half-width at half-maximum is g. In this two-state model with prescribed linear energies, take fixed sampling times and a small enough g. The sum of the coupling over those times, multiplied by a fixed step h, then either misses nearly all of the peak or, if one of them is exactly the crossing time, overestimates its area. The coupling integrated over a time step that contains the crossing in its interior keeps nearly all of the area.

Time is measured from the crossing and scaled so that the diabatic energies have slopes 1 and −1. For energies αt and −αt with α > 0 and a coupling V > 0, the same formula for d holds with g = V/α, so g is a time, the half-width of the peak.

## Adiabatic states from a mixing angle

The Hamiltonian has rows (t, g) and (g, −t). Define half the adiabatic gap and the mixing angle by

E = √(t² + g²),
θ = π/4 − arctan(t/g)/2.

Then 2θ = π/2 − arctan(t/g), so cos 2θ = sin(arctan(t/g)) = t/E and sin 2θ = cos(arctan(t/g)) = g/E. Hence

t = E cos 2θ,  g = E sin 2θ.

Take the normalised states u = (cos θ, sin θ) and l = (−sin θ, cos θ). The two components of Hu are

E(cos 2θ cos θ + sin 2θ sin θ) = E cos θ,
E(sin 2θ cos θ − cos 2θ sin θ) = E sin θ,

so Hu = Eu. The components of Hl are

E(−cos 2θ sin θ + sin 2θ cos θ) = E sin θ,
E(−sin 2θ sin θ − cos 2θ cos θ) = −E cos θ,

so Hl = −El.

## The coupling as a rate of rotation

Differentiating the angle with respect to t gives

dθ/dt = −(1/2)(1/g) / (1 + t²/g²) = −g / (2(t² + g²)) = −d.

The lower state therefore changes as

dl/dt = (−cos θ, −sin θ) dθ/dt = d u.

Since u · u = 1, the overlap u · dl/dt equals d, which is the formula stated at the start. Reversing the sign of one of the two states would reverse the sign of d.

## Area of the peak and limits of the samples

With t = gx, the integral over the real line becomes

∫ d(g, t) dt = ∫ g · g dx / (2g²(1 + x²)) = (1/2) ∫ dx / (1 + x²) = π/2.

This is the total angle through which the adiabatic basis turns.

For a fixed t ≠ 0, the denominator of d(g, t) tends to 2t² ≠ 0 while the numerator tends to 0. Each term vanishes in the limit, and so does the finite sum. If 0 ∈ s, that sample contributes d(g, 0) = 1/(2g), and all other terms are nonnegative, so

h Σ_{t ∈ s} d(g, t) ≥ h/(2g) → ∞.

Over a time step from a to b, the derivative of θ gives

∫_a^b d(g, t) dt = θ(g, a) − θ(g, b) = (arctan(b/g) − arctan(a/g))/2.

If a < 0 < b, the two arctangents tend to π/2 and −π/2, and the integral tends to π/2.

## Numbers for two grids

Take h = 1. The exact integral is π/2 ≈ 1.571.

- For s = {−1/2, 1/2}, the sampled sum is 2 · 0.1/(2 · 0.26) ≈ 0.385 at g = 0.1 and about 0.040 at g = 0.01.
- For s = {−1, 0, 1}, it is 5 + 0.1/1.01 ≈ 5.10 at g = 0.1 and about 50.01 at g = 0.01.
- The coupling integrated from −1/2 to 1/2 is arctan 5 ≈ 1.373 at g = 0.1 and arctan 50 ≈ 1.551 at g = 0.01.

The smallest cases are immediate. With no sampling times the sum is 0 for every g. With s = {0} it is exactly h/(2g), which agrees with π/2 only at g = h/π.

## The statement in Lean

The main theorem is `narrow_crossing_sampling`. The set of times is `s : Finset ℝ`, which makes it finite and its members distinct. The times need not be equally spaced, and h need not be their spacing; a uniform grid of spacing h is a special case. The set s and the step h stay fixed while g varies.

The filter `𝓝[>] 0` expresses g → 0+, `𝓝 0` convergence to zero, and `atTop` divergence to plus infinity. The third part of the theorem gives the integral over the real line for each positive g. It also states `Integrable (coupling g)` explicitly, although the nonzero value already implies it: Mathlib assigns the integral zero to a function that is not integrable.

The states `upper g t` and `lower g t` are real vectors with two components, `*ᵥ` applies the matrix to a vector, and `⬝ᵥ` is the dot product. The definition `coupling` is the explicit formula; `coupling_eq_overlap` identifies it with the overlap of the upper state and the time derivative of the lower one.

The model prescribes the time dependence and has two levels and a constant diabatic coupling. It contains no nuclear dynamics, electronic amplitudes or hopping probabilities, so the theorems concern the coupling itself and not the error of a particular hopping algorithm.

```lean
import Mathlib

open Filter Topology MeasureTheory Matrix
open scoped Real

namespace NarrowCrossing

noncomputable section

/-- Two-level Hamiltonian of a linear crossing at time zero, with diabatic energies `t` and `-t`
and constant diabatic coupling `g`. -/
def hamiltonian (g t : ℝ) : Matrix (Fin 2) (Fin 2) ℝ := !![t, g; g, -t]

/-- Half of the adiabatic energy gap. -/
def energy (g t : ℝ) : ℝ := √(t ^ 2 + g ^ 2)

/-- Mixing angle of the adiabatic states, for `g > 0`. -/
def mixingAngle (g t : ℝ) : ℝ := π / 4 - Real.arctan (t / g) / 2

/-- Upper adiabatic state, for `g > 0`. -/
def upper (g t : ℝ) : Fin 2 → ℝ := ![Real.cos (mixingAngle g t), Real.sin (mixingAngle g t)]

/-- Lower adiabatic state, for `g > 0`. -/
def lower (g t : ℝ) : Fin 2 → ℝ := ![-Real.sin (mixingAngle g t), Real.cos (mixingAngle g t)]

/-- Nonadiabatic coupling as a function of time, for `g` and `t` not both zero. -/
def coupling (g t : ℝ) : ℝ := g / (2 * (t ^ 2 + g ^ 2))

/-- Coupling summed over the sampling times `s` with weight `h`, for `g ≠ 0`. -/
def sampledCoupling (h : ℝ) (s : Finset ℝ) (g : ℝ) : ℝ := h * ∑ t ∈ s, coupling g t

/-- For `g > 0`, the squared half-gap in units of `g` is one plus the squared scaled time. -/
theorem one_add_ratio_sq {g : ℝ} (hg : 0 < g) (t : ℝ) :
    1 + (t / g) ^ 2 = (t ^ 2 + g ^ 2) / g ^ 2 := by
  rw [div_pow, add_div, div_self (pow_ne_zero 2 hg.ne')]
  ring

/-- For `g > 0`, the upper and lower states are eigenvectors of the Hamiltonian, with energies
plus and minus half the gap. -/
theorem adiabatic_states {g : ℝ} (hg : 0 < g) (t : ℝ) :
    hamiltonian g t *ᵥ upper g t = energy g t • upper g t ∧
      hamiltonian g t *ᵥ lower g t = (-energy g t) • lower g t := by
  have hS : 0 < √(1 + (t / g) ^ 2) := Real.sqrt_pos.2 (by positivity)
  have hE : energy g t = g * √(1 + (t / g) ^ 2) := by
    have hx : t / g * g = t := div_mul_cancel₀ t hg.ne'
    have e : t ^ 2 + g ^ 2 = g ^ 2 * (1 + (t / g) ^ 2) := by
      linear_combination (-(t + t / g * g)) * hx
    rw [energy, e, Real.sqrt_mul (sq_nonneg g), Real.sqrt_sq hg.le]
  have h2 : 2 * mixingAngle g t = π / 2 - Real.arctan (t / g) := by
    unfold mixingAngle
    ring
  -- polar form of the Hamiltonian
  have ht : t = energy g t * Real.cos (2 * mixingAngle g t) := by
    rw [h2, Real.cos_pi_div_two_sub, Real.sin_arctan, hE]
    generalize √(1 + (t / g) ^ 2) = S at hS ⊢
    field_simp
  have hs : g = energy g t * Real.sin (2 * mixingAngle g t) := by
    rw [h2, Real.sin_pi_div_two_sub, Real.cos_arctan, hE]
    generalize √(1 + (t / g) ^ 2) = S at hS ⊢
    field_simp
  rw [Real.cos_two_mul] at ht
  rw [Real.sin_two_mul] at hs
  have hcs := Real.sin_sq_add_cos_sq (mixingAngle g t)
  have h3 : t * Real.cos (mixingAngle g t) + g * Real.sin (mixingAngle g t)
      = energy g t * Real.cos (mixingAngle g t) := by
    linear_combination Real.cos (mixingAngle g t) * ht + Real.sin (mixingAngle g t) * hs
      + 2 * energy g t * Real.cos (mixingAngle g t) * hcs
  have h4 : g * Real.cos (mixingAngle g t) - t * Real.sin (mixingAngle g t)
      = energy g t * Real.sin (mixingAngle g t) := by
    linear_combination Real.cos (mixingAngle g t) * hs - Real.sin (mixingAngle g t) * ht
  constructor <;> ext i <;> fin_cases i <;>
    simp [hamiltonian, upper, lower, Matrix.mulVec, dotProduct, Fin.sum_univ_succ] <;> linarith

/-- For `g > 0`, the mixing angle decreases in time at a rate equal to the coupling. -/
theorem hasDerivAt_mixingAngle {g : ℝ} (hg : 0 < g) (t : ℝ) :
    HasDerivAt (mixingAngle g) (-coupling g t) t := by
  have h0 : HasDerivAt (fun x : ℝ => x / g) (1 / g) t := (hasDerivAt_id t).div_const g
  have h1 : HasDerivAt (mixingAngle g) _ t := (h0.arctan.div_const 2).const_sub (π / 4)
  refine h1.congr_deriv ?_
  have hne : t ^ 2 + g ^ 2 ≠ 0 := by positivity
  rw [one_add_ratio_sq hg, coupling]
  field_simp

/-- For `g > 0`, the lower state changes in time along the upper one, and the overlap of the upper
state with the time derivative of the lower state is the coupling. -/
theorem coupling_eq_overlap {g : ℝ} (hg : 0 < g) (t : ℝ) :
    HasDerivAt (lower g) (coupling g t • upper g t) t ∧
      upper g t ⬝ᵥ deriv (lower g) t = coupling g t := by
  have hφ := hasDerivAt_mixingAngle hg t
  have h0 : HasDerivAt (fun x => -Real.sin (mixingAngle g x))
      (coupling g t * Real.cos (mixingAngle g t)) t := hφ.sin.fun_neg.congr_deriv (by ring)
  have h1 : HasDerivAt (fun x => Real.cos (mixingAngle g x))
      (coupling g t * Real.sin (mixingAngle g t)) t := hφ.cos.congr_deriv (by ring)
  have hd : HasDerivAt (lower g) (coupling g t • upper g t) t := by
    refine hasDerivAt_pi.2 (fun i => ?_)
    fin_cases i
    · exact h0
    · exact h1
  have hn : upper g t ⬝ᵥ upper g t = 1 := by
    rw [dotProduct, Fin.sum_univ_two]
    change Real.cos (mixingAngle g t) * Real.cos (mixingAngle g t)
      + Real.sin (mixingAngle g t) * Real.sin (mixingAngle g t) = 1
    linear_combination Real.sin_sq_add_cos_sq (mixingAngle g t)
  refine ⟨hd, ?_⟩
  rw [hd.deriv, dotProduct_smul, hn, smul_eq_mul, mul_one]

/-- For every `g > 0` the coupling is integrable over all times, with integral `π / 2`. -/
theorem integral_coupling {g : ℝ} (hg : 0 < g) :
    Integrable (coupling g) ∧ ∫ t, coupling g t = π / 2 := by
  -- the coupling is 1 / (2 * g) times a fixed Lorentzian in the scaled time t / g
  have e : coupling g = fun t => 1 / (2 * g) * (1 + (t / g) ^ 2)⁻¹ := by
    funext t
    have hne : t ^ 2 + g ^ 2 ≠ 0 := by positivity
    rw [one_add_ratio_sq hg, coupling]
    field_simp
  have hi : ∫ t : ℝ, (1 + (t / g) ^ 2)⁻¹ = |g| • ∫ x : ℝ, (1 + x ^ 2)⁻¹ :=
    Measure.integral_comp_div (fun x : ℝ => (1 + x ^ 2)⁻¹) g
  rw [e]
  refine ⟨(integrable_inv_one_add_sq.comp_div hg.ne').const_mul _, ?_⟩
  rw [integral_const_mul, hi, integral_univ_inv_one_add_sq, abs_of_pos hg, smul_eq_mul]
  field_simp

/-- If no sampling time is zero, the sampled coupling tends to zero as `g` tends to `0+`. -/
theorem sampled_missed (h : ℝ) {s : Finset ℝ} (h0 : 0 ∉ s) :
    Tendsto (sampledCoupling h s) (𝓝[>] 0) (𝓝 0) := by
  have hterm : ∀ t ∈ s, Tendsto (fun g => coupling g t) (𝓝[>] 0) (𝓝 0) := by
    intro t hts
    have ht : t ≠ 0 := fun h => h0 (h ▸ hts)
    have hc : ContinuousAt (fun g : ℝ => g / (2 * (t ^ 2 + g ^ 2))) 0 :=
      ContinuousAt.div (by fun_prop) (by fun_prop) (by simp [ht])
    have hl := hc.tendsto.mono_left (nhdsWithin_le_nhds (s := Set.Ioi 0))
    rw [zero_div] at hl
    exact hl
  have hs := (tendsto_finsetSum s hterm).const_mul h
  rw [Finset.sum_const_zero, mul_zero] at hs
  exact hs

/-- If `h > 0` and one sampling time is zero, the sampled coupling tends to infinity as `g` tends
to `0+`. -/
theorem sampled_hit {h : ℝ} (hh : 0 < h) {s : Finset ℝ} (h0 : 0 ∈ s) :
    Tendsto (sampledCoupling h s) (𝓝[>] 0) atTop := by
  refine tendsto_atTop_mono' _ ?_ (tendsto_inv_nhdsGT_zero.const_mul_atTop (half_pos hh))
  filter_upwards [self_mem_nhdsWithin] with g hg
  have hg' : 0 < g := hg
  -- the sample at the crossing alone already diverges
  have hz : coupling g 0 = g⁻¹ / 2 := by
    simp only [coupling, ne_eq, OfNat.ofNat_ne_zero, not_false_eq_true, zero_pow, zero_add]
    field_simp
  have hle : coupling g 0 ≤ ∑ t ∈ s, coupling g t :=
    Finset.single_le_sum (f := fun t => coupling g t)
      (fun t _ => by unfold coupling; positivity) h0
  calc h / 2 * g⁻¹ = h * coupling g 0 := by rw [hz]; ring
    _ ≤ sampledCoupling h s g := mul_le_mul_of_nonneg_left hle hh.le

/-- For a step `h > 0` and finitely many distinct sampling times, the sampled coupling tends, as
`g` tends to `0+`, to zero if no time is zero and to infinity if one is, while the exact time
integral is `π / 2` for every `g > 0`. -/
theorem narrow_crossing_sampling {h : ℝ} (hh : 0 < h) (s : Finset ℝ) :
    (0 ∉ s → Tendsto (sampledCoupling h s) (𝓝[>] 0) (𝓝 0)) ∧
      (0 ∈ s → Tendsto (sampledCoupling h s) (𝓝[>] 0) atTop) ∧
      ∀ g : ℝ, 0 < g → Integrable (coupling g) ∧ ∫ t, coupling g t = π / 2 :=
  ⟨sampled_missed h, sampled_hit hh, fun _ hg => integral_coupling hg⟩

/-- For `g > 0`, the coupling integrated from `a` to `b` is the mixing angle at `a` minus that
at `b`. -/
theorem step_integral {g : ℝ} (hg : 0 < g) (a b : ℝ) :
    ∫ t in a..b, coupling g t = mixingAngle g a - mixingAngle g b := by
  have hd : ∀ t ∈ Set.uIcc a b, HasDerivAt (fun x => -mixingAngle g x) (coupling g t) t :=
    fun t _ => (hasDerivAt_mixingAngle hg t).fun_neg.congr_deriv (neg_neg _)
  rw [intervalIntegral.integral_eq_sub_of_hasDerivAt hd
    (integral_coupling hg).1.intervalIntegrable]
  ring

/-- If a time step runs from `a < 0` to `b > 0`, the coupling integrated over it tends to `π / 2`
as `g` tends to `0+`. -/
theorem step_integral_tendsto {a b : ℝ} (ha : a < 0) (hb : 0 < b) :
    Tendsto (fun g => ∫ t in a..b, coupling g t) (𝓝[>] 0) (𝓝 (π / 2)) := by
  have hB : Tendsto (fun g : ℝ => b / g) (𝓝[>] 0) atTop := by
    simpa only [div_eq_mul_inv] using tendsto_inv_nhdsGT_zero.const_mul_atTop hb
  have hA : Tendsto (fun g : ℝ => a / g) (𝓝[>] 0) atBot := by
    simpa only [div_eq_mul_inv] using tendsto_inv_nhdsGT_zero.const_mul_atTop_of_neg ha
  have hlim := (((Real.tendsto_arctan_atTop.mono_right nhdsWithin_le_nhds).comp hB).sub
    ((Real.tendsto_arctan_atBot.mono_right nhdsWithin_le_nhds).comp hA)).div_const 2
  have hv : (π / 2 - -(π / 2)) / 2 = π / 2 := by ring
  rw [hv] at hlim
  refine hlim.congr' ?_
  filter_upwards [self_mem_nhdsWithin] with g hg
  rw [step_integral hg a b]
  simp only [mixingAngle, Function.comp_apply]
  ring

end

end NarrowCrossing
```

```lean
#print axioms NarrowCrossing.adiabatic_states
#print axioms NarrowCrossing.coupling_eq_overlap
#print axioms NarrowCrossing.narrow_crossing_sampling
#print axioms NarrowCrossing.step_integral_tendsto
```

```
'NarrowCrossing.adiabatic_states' depends on axioms: [propext, Classical.choice, Quot.sound]
'NarrowCrossing.coupling_eq_overlap' depends on axioms: [propext, Classical.choice, Quot.sound]
'NarrowCrossing.narrow_crossing_sampling' depends on axioms: [propext, Classical.choice, Quot.sound]
'NarrowCrossing.step_integral_tendsto' depends on axioms: [propext, Classical.choice, Quot.sound]
```

## From the Hamiltonian to the coupling in the code

The lemma `one_add_ratio_sq` rewrites 1 + (t/g)² as (t² + g²)/g². It serves both the derivative of the angle and the integral.

In `adiabatic_states`, the steps `ht` and `hs` establish t = E cos 2θ and g = E sin 2θ. The derivation above then used the angle-difference formulas. The code instead expands the double angles and combines the results with sin²θ + cos²θ = 1. The two `linear_combination` steps `h3` and `h4` give the identities from which all four components of the eigenvector equations follow.

`hasDerivAt_mixingAngle` applies the chain rule to the arctangent and simplifies the result to −d. `coupling_eq_overlap` differentiates the lower state component by component, with `hasDerivAt_pi` assembling the vector derivative. The step `hn` proves that the upper state is normalised, which turns the overlap into d.

## The integral and the two limits in the code

`integral_coupling` first writes the coupling as 1/(2g) times a fixed Lorentzian in t/g. The substitution t = gx is `Measure.integral_comp_div`, which produces the factor |g|, and Mathlib supplies the value π for the remaining integral.

`sampled_missed` treats each term as a function of g. For t ≠ 0 it is continuous at g = 0, with value zero there, and `tendsto_finsetSum` passes from the terms to the sum. This lemma makes no assumption on the sign of h.

`sampled_hit` compares the whole sum with the sample at zero. `Finset.single_le_sum` uses the nonnegativity of the terms to give the lower bound, and `tendsto_atTop_mono'` transfers the divergence of h/(2g) to the sampled sum. The main theorem combines these two limits with the integral.

For a finite time step, `step_integral` applies the fundamental theorem of calculus with −θ as the antiderivative. `step_integral_tendsto` sends b/g to plus infinity and a/g to minus infinity, takes the limits of the arctangents, and obtains π/2 for any step with a < 0 < b.
